# A strict lower bound on the model self-interaction error left after partial subtraction, for one electron on finitely many sites

In this model, a site with occupation f contributes U(f² − f^(4/3)) to the self-interaction error, and a fraction s of the total is then subtracted. The theorem `remainingError_gt` states that if U > 0, s < 1, and the nonnegative occupations of finitely many sites sum to one, the remaining error is strictly greater than −2(1−s)U/(3√3). The attempt bounds each site's error below by −2Uf/(3√3), a value reached only at f = 0 or f = 1/(3√3). If every site reached its bound, a whole number of occupations 1/(3√3) would have to sum to one, which is impossible because 3√3 is not an integer. So at least one site lies strictly above its bound, and summing over the sites and multiplying by 1 − s gives the result.

The failing Lean file:

```lean
import Mathlib

namespace RemainingErrorGt

noncomputable section

/-- The model self-interaction error of site occupations `f i`: each site contributes
`U (f² - f^(4/3))`. -/
def selfInteractionError {ι : Type*} [Fintype ι] (U : ℝ) (f : ι → ℝ) : ℝ :=
  ∑ i, U * (f i ^ 2 - f i ^ (4 / 3 : ℝ))

/-- The error that remains after a fraction `s` of the self-interaction error is subtracted. -/
def remainingError {ι : Type*} [Fintype ι] (s U : ℝ) (f : ι → ℝ) : ℝ :=
  selfInteractionError U f - s * selfInteractionError U f

/-- A nonnegative occupation is the cube of some `x ≥ 0`, and its `4/3` power is `x⁴`. -/
theorem exists_cube_root {f : ℝ} (hf : 0 ≤ f) :
    ∃ x : ℝ, 0 ≤ x ∧ f = x ^ 3 ∧ f ^ (4 / 3 : ℝ) = x ^ 4 := by
  refine ⟨f ^ (1 / 3 : ℝ), Real.rpow_nonneg hf _, ?_, ?_⟩
  · rw [← Real.rpow_natCast, ← Real.rpow_mul hf]
    norm_num
  · rw [← Real.rpow_natCast, ← Real.rpow_mul hf]
    norm_num

/-- For a nonnegative occupation `f`, the site error in units of `U` is at least
`-2f/(3√3)`, with equality exactly when `f = 0` or `f = 1/(3√3)`. -/
theorem site_lower_bound {f : ℝ} (hf : 0 ≤ f) :
    -(2 / (3 * √3)) * f ≤ f ^ 2 - f ^ (4 / 3 : ℝ) ∧
    (-(2 / (3 * √3)) * f = f ^ 2 - f ^ (4 / 3 : ℝ) ↔ f = 0 ∨ f = 1 / (3 * √3)) := by
  obtain ⟨x, hx, rfl, hq⟩ := exists_cube_root hf
  obtain ⟨a, ha, ha2, h1, h2⟩ : ∃ a : ℝ, 0 < a ∧ a ^ 2 = 1 / 3 ∧
      1 / (3 * √3) = a ^ 3 ∧ 2 / (3 * √3) = 2 * a ^ 3 := by
    have h3 : (√3 : ℝ) ^ 3 = 3 * √3 := by
      rw [pow_succ, Real.sq_sqrt (by norm_num)]
    refine ⟨1 / √3, by positivity, ?_, ?_, ?_⟩
    · rw [div_pow, Real.sq_sqrt (by norm_num)]
      norm_num
    · rw [div_pow, h3, one_pow]
    · rw [div_pow, h3, one_pow, mul_one_div]
  rw [hq, h2, h1]
  -- the distance to the bound factorises with a double root at `x = a`
  have key : (x ^ 3) ^ 2 - x ^ 4 + 2 * a ^ 3 * x ^ 3
      = x ^ 3 * ((x - a) ^ 2 * (x + 2 * a)) := by
    linear_combination 3 * x ^ 4 * ha2
  have hpos : 0 ≤ x ^ 3 * ((x - a) ^ 2 * (x + 2 * a)) := by positivity
  refine ⟨by linarith, ?_, ?_⟩
  · intro h
    have hz : x ^ 3 * ((x - a) ^ 2 * (x + 2 * a)) = 0 := by linarith
    rcases mul_eq_zero.mp hz with h0 | h0
    · exact Or.inl h0
    · rcases mul_eq_zero.mp h0 with h4 | h4
      · have h5 : x - a = 0 := (pow_eq_zero_iff two_ne_zero).mp h4
        exact Or.inr (by rw [sub_eq_zero.mp h5])
      · exfalso
        linarith
  · rintro (h | h)
    · have hz : x ^ 3 * ((x - a) ^ 2 * (x + 2 * a)) = 0 := by rw [h, zero_mul]
      linarith
    · have hxa : x = a := (pow_left_inj₀ hx ha.le (by norm_num)).mp h
      have hz : x ^ 3 * ((x - a) ^ 2 * (x + 2 * a)) = 0 := by
        rw [hxa]
        ring
      linarith

/-- No whole number of sites, each with occupation `1/(3√3)`, holds exactly one electron. -/
theorem no_whole_number_of_sites (N : ℕ) : (N : ℝ) * (1 / (3 * √3)) ≠ 1 := by
  intro h
  have hp : (0 : ℝ) < 3 * √3 := by positivity
  rw [mul_one_div, div_eq_one_iff_eq hp.ne'] at h
  have h2 : (N : ℝ) ^ 2 = 27 := by
    rw [h, mul_pow, Real.sq_sqrt (by norm_num)]
    norm_num
  have h3 : N ^ 2 = 27 := by exact_mod_cast h2
  have h4 : N ≤ 5 := by nlinarith
  clear h h2
  interval_cases N <;> omega

/-- For `U > 0` and `s < 1`, one electron distributed in any way over finitely many sites
has a remaining error strictly above `-2(1-s)U/(3√3)`. -/
theorem remainingError_gt {ι : Type*} [Fintype ι] {s U : ℝ} {f : ι → ℝ}
    (hU : 0 < U) (hs : s < 1) (hf : ∀ i, 0 ≤ f i) (hsum : ∑ i, f i = 1) :
    -(2 * (1 - s) * U / (3 * √3)) < remainingError s U f := by
  -- some site misses its own bound, since `3√3` is not an integer
  have hex : ∃ j, -(2 / (3 * √3)) * f j < f j ^ 2 - f j ^ (4 / 3 : ℝ) := by
    by_contra hno
    have hall : ∀ i, ∃ n : ℕ, f i = n * (1 / (3 * √3)) := by
      intro i
      have heq := le_antisymm (site_lower_bound (hf i)).1
        (not_lt.mp (fun h => hno ⟨i, h⟩))
      rcases (site_lower_bound (hf i)).2.mp heq with h | h
      · exact ⟨0, by rw [h, Nat.cast_zero, zero_mul]⟩
      · exact ⟨1, by rw [h, Nat.cast_one, one_mul]⟩
    choose n hn using hall
    apply no_whole_number_of_sites (∑ i, n i)
    rw [Nat.cast_sum, Finset.sum_mul, ← hsum]
    exact Finset.sum_congr rfl (fun i _ => (hn i).symm)
  obtain ⟨j, hj⟩ := hex
  have hE : ∑ i, U * (-(2 / (3 * √3)) * f i) < selfInteractionError U f :=
    Finset.sum_lt_sum
      (fun i _ => mul_le_mul_of_nonneg_left (site_lower_bound (hf i)).1 hU.le)
      ⟨j, Finset.mem_univ j, mul_lt_mul_of_pos_left hj hU⟩
  rw [← Finset.mul_sum, ← Finset.mul_sum, hsum] at hE
  have h := mul_lt_mul_of_pos_left hE (sub_pos.mpr hs)
  calc -(2 * (1 - s) * U / (3 * √3))
      = (1 - s) * (U * (-(2 / (3 * √3)) * 1)) := by ring
    _ < (1 - s) * selfInteractionError U f := h
    _ = remainingError s U f := by unfold remainingError; ring

end

end RemainingErrorGt
```

The compiler's answer:

```
Main.lean:96:43: error: Type mismatch
  Eq.symm (hn i)
has type
  ↑(n i) * (1 / (3 * √3)) = f i
but is expected to have type
  ↑(n i) * ((∑ i, f i) / (3 * √3)) = f i
```

What went wrong. The error is in the step showing that, if every site reached its bound, a whole number of occupations 1/(3√3) would sum to one. After `Finset.sum_mul`, the goal is that the sum of `↑(n i) * (1 / (3 * √3))` equals `1`. The rewrite `← hsum` was meant to turn the `1` on the right into `∑ i, f i`, but `rw` replaces every instance of the pattern, so it also changed the numerator of `1 / (3 * √3)`. Each term of the sum then contained `(∑ i, f i) / (3 * √3)`, while `(hn i).symm` still has `1 / (3 * √3)`. This is the type mismatch Lean reports.

The repair drops `← hsum` from the rewrite, so the numerator stays `1`. `Finset.sum_congr` now proves that the sum equals `∑ i, f i`, and `.trans hsum` continues from there to `1`. `hsum` is thus used only where it is needed, on the total.

The change, after which it compiles:

```diff
@@ -93,6 +93,6 @@
     choose n hn using hall
     apply no_whole_number_of_sites (∑ i, n i)
-    rw [Nat.cast_sum, Finset.sum_mul, ← hsum]
-    exact Finset.sum_congr rfl (fun i _ => (hn i).symm)
+    rw [Nat.cast_sum, Finset.sum_mul]
+    exact (Finset.sum_congr rfl (fun i _ => (hn i).symm)).trans hsum
   obtain ⟨j, hj⟩ := hex
   have hE : ∑ i, U * (-(2 / (3 * √3)) * f i) < selfInteractionError U f :=
```
